# For a Hermitian matrix, the Crank–Nicolson step is always unitary, while the fourth-order Taylor step is stable exactly when \((Et)^2\le 8\) for every eigenvalue \(E\)

## Two approximations to \(e^{-itH}\)

Let \(H\) be a finite Hermitian matrix, \(t\) a real time step, and \(\hbar=1\). The exact propagator \(e^{-itH}\) multiplies an eigenvector of energy \(E\) by \(e^{-ix}\), where \(x=Et\). With \(B=itH/2\), the Crank–Nicolson step is

\[ U=(1+B)^{-1}(1-B). \]

The explicit fourth-order step is \(S=T(-itH)\), where

\[ T(z)=1+z+\tfrac{z^2}{2}+\tfrac{z^3}{6}+\tfrac{z^4}{24}. \]

The norm \(\|v\|\) is Euclidean, and "stable" means that one step increases the norm of no state.

When a state is propagated under a fixed Hamiltonian in a finite orthonormal basis, the factor by which one of these steps multiplies an energy eigenstate can be wrong in modulus or in phase. Crank–Nicolson gets every modulus right, and so keeps the norm, but in general shifts the phases from their exact values, while the Taylor step can get both wrong and is stable only for time steps within a limit set by the eigenvalues of \(H\).

## What the theorems say

In Lean, `H : Matrix n n ℂ` has a finite index type `n`, and `H.IsHermitian` is the assumption on the Hamiltonian. The steps \(U\) and \(S\) are `cnStep H t` and `taylor4Step H t`, \(T\) is `taylor4`, and `stateNorm` is the Euclidean norm. States need not be normalised.

- `cn_denominator_isUnit` and `cn_unitary`: for every real \(t\), \(1+B\) is invertible and \(U\) is unitary. The first matters because Lean's matrix inverse is defined, as zero, even for singular matrices.
- `cn_eigenphase`: if \(Hv=Ev\), then \(Uv=e^{-2i\arctan(Et/2)}v\).
- `cn_phase_lag_limit`: \((x-2\arctan(x/2))/x^3\to 1/12\) as \(x\to0\). The filter `𝓝[≠] 0` means that \(x\) approaches zero without being equal to it.
- `taylor4_stable_iff`: \(|T(-ix)|\le1\) exactly when \(x^2\le8\).
- `taylor4Step_stable_iff`: \(\|Sv\|\le\|v\|\) for all \(v\) exactly when \((E_it)^2\le8\) for all \(i\), where `hH.eigenvalues i` is \(E_i\), listed with multiplicity.
- `taylor4Step_blowup`: if \((Et)^2>8\) for an eigenvector \(v\ne0\), then \(\|S^mv\|\to\infty\) as the number of steps \(m\) grows. This needs a real eigenvalue, but not a Hermitian \(H\).

The model has a time-independent \(H\) and ideal arithmetic. It leaves out rounding, approximate linear solves, non-orthogonal bases and Hamiltonians that depend on time or on the state.

## Unitarity and the Crank–Nicolson phase

Since \(H^\dagger=H\) and \(t\) is real, \(B^\dagger=-B\). Hence

\[ (1+B)(1-B)=1-B^2=1+B^\dagger B, \]

and \(v^\dagger(1+B^\dagger B)v=\|v\|^2+\|Bv\|^2>0\) for \(v\neq0\). The product is therefore invertible, its determinant is nonzero, and so is that of \(1+B\). The adjoint \(1-B=(1+B)^\dagger\) is invertible too. Because \(1+B\) and \(1-B\) commute,

\[ UU^\dagger=(1+B)^{-1}(1-B)(1+B)(1-B)^{-1}=1. \]

For the phase, let \(Hv=Ev\), \(y=Et/2\) and \(\theta=\arctan y\). Then \(\sin\theta=y\cos\theta\) with \(\cos\theta>0\), so

\[ e^{\pm i\theta}=\cos\theta\,(1\pm iy),\qquad 1-iy=e^{-2i\theta}(1+iy). \]

It follows that \((1-B)v=(1-iy)v=e^{-2i\theta}(1+B)v\). Applying \((1+B)^{-1}\) gives \(Uv=e^{-2i\theta}v\).

The phase lag \(x-2\arctan(x/2)\) and \(x^3\) both vanish at zero. Their derivatives are

\[ 1-\frac{1}{1+x^2/4}=\frac{x^2}{4+x^2}\qquad\text{and}\qquad 3x^2, \]

with quotient \(1/(3(4+x^2))\to1/12\). L'Hôpital's rule gives the limit.

## The stability limit of the Taylor step

Separating real and imaginary parts,

\[ T(-ix)=\Bigl(1-\frac{x^2}{2}+\frac{x^4}{24}\Bigr)+i\Bigl(-x+\frac{x^3}{6}\Bigr). \]

The two squares are

\[ 1-x^2+\frac{x^4}{3}-\frac{x^6}{24}+\frac{x^8}{576}\qquad\text{and}\qquad x^2-\frac{x^4}{3}+\frac{x^6}{36}, \]

so that

\[ |T(-ix)|^2=1-\frac{x^6}{72}+\frac{x^8}{576}=1-\frac{x^6(8-x^2)}{576}. \]

This is at most one exactly when \(x^6(8-x^2)\ge0\), that is, when \(x^2\le8\). For \(0<x^2<8\) the modulus is strictly below one: a stable step can still lose norm.

Now let \(b_i\) be an orthonormal eigenbasis with \(Hb_i=E_ib_i\), and set \(T_i=T(-iE_it)\). Each power of \(H\) acts on \(b_i\) as the same power of \(E_i\), so \(Sb_i=T_ib_i\). For \(v=\sum_i c_ib_i\),

\[ \|Sv\|^2=\sum_i|T_i|^2|c_i|^2,\qquad \|v\|^2=\sum_i|c_i|^2. \]

If all \(|T_i|\le1\), no norm increases. Conversely, testing \(v=b_i\) forces \(|T_i|\le1\). The scalar criterion turns both conditions into \((E_it)^2\le8\).

Finally, an eigenvector \(v\neq0\) with \((Et)^2>8\) has \(\|S^mv\|=|T(-iEt)|^m\|v\|\), a power of a number larger than one times a positive constant, which diverges.

## A two-level example

Take

\[ H=\begin{pmatrix}2&1\\1&2\end{pmatrix},\qquad t=1, \]

with eigenvalues 1 and 3. For \(E=3\),

\[ T(-3i)=-0.125+1.5i,\qquad |T(-3i)|^2=2.265625, \]

so each Taylor step multiplies the norm of this eigenstate by about 1.505, and ten steps by about 60. For \(E=1\) the factor is \(\sqrt{1-7/576}\approx0.994\). Stability of the whole matrix requires \(9t^2\le8\), or \(|t|\le2\sqrt2/3\approx0.943\).

Crank–Nicolson conserves both norms at \(t=1\). Its phase lags are about 0.073 for \(E=1\) and 1.034 for \(E=3\), so the upper level is still propagated with a large phase error.

## The Lean file

```lean
import Mathlib

open Matrix Complex Filter Topology
open scoped ComplexOrder

namespace PropagatorStability

noncomputable section

variable {n : Type*} [Fintype n] [DecidableEq n]

/-- The Crank-Nicolson step `(1 + itH/2)⁻¹ (1 - itH/2)`, for matrices `H` and times `t` with
`1 + itH/2` invertible. -/
def cnStep (H : Matrix n n ℂ) (t : ℝ) : Matrix n n ℂ :=
  (1 + (I * t / 2) • H)⁻¹ * (1 - (I * t / 2) • H)

/-- The Taylor polynomial of degree four of the exponential function. -/
def taylor4 (z : ℂ) : ℂ := 1 + z + z ^ 2 / 2 + z ^ 3 / 6 + z ^ 4 / 24

/-- The explicit fourth-order step: the Taylor polynomial of degree four of `exp(-itH)`. -/
def taylor4Step (H : Matrix n n ℂ) (t : ℝ) : Matrix n n ℂ :=
  1 + (-(I * t)) • H + (1 / 2 : ℂ) • ((-(I * t)) • H) ^ 2
    + (1 / 6 : ℂ) • ((-(I * t)) • H) ^ 3 + (1 / 24 : ℂ) • ((-(I * t)) • H) ^ 4

/-- The Euclidean norm of a state vector. -/
def stateNorm (v : n → ℂ) : ℝ := ‖(WithLp.toLp 2 v : EuclideanSpace ℂ n)‖

omit [Fintype n] [DecidableEq n] in
/-- For Hermitian `H` and real `t`, the matrix `itH/2` is skew-Hermitian. -/
theorem generator_skew {H : Matrix n n ℂ} (hH : H.IsHermitian) (t : ℝ) :
    ((I * t / 2) • H)ᴴ = -((I * t / 2) • H) := by
  have hc : star (I * t / 2 : ℂ) = -(I * t / 2) := by
    have e : (I * t / 2 : ℂ) = I * ((t / 2 : ℝ) : ℂ) := by
      push_cast
      ring
    rw [e]
    change (starRingEnd ℂ) _ = _
    rw [map_mul, Complex.conj_I, Complex.conj_ofReal, neg_mul]
  rw [conjTranspose_smul, hH.eq, hc, neg_smul]

/-- For Hermitian `H` and real `t`, the Crank-Nicolson denominator `1 + itH/2` is invertible. -/
theorem cn_denominator_isUnit {H : Matrix n n ℂ} (hH : H.IsHermitian) (t : ℝ) :
    IsUnit (1 + (I * t / 2) • H) := by
  have hB := generator_skew hH t
  generalize (I * t / 2 : ℂ) • H = B at hB ⊢
  -- (1 + B)(1 - B) = 1 + B†B is positive definite
  have hpd : (1 + Bᴴ * B).PosDef :=
    Matrix.PosDef.one.add_posSemidef (posSemidef_conjTranspose_mul_self B)
  have hfac : 1 + Bᴴ * B = (1 + B) * (1 - B) := by
    rw [hB]; noncomm_ring
  have hu := hpd.isUnit
  rw [hfac, isUnit_iff_isUnit_det, det_mul] at hu
  exact (isUnit_iff_isUnit_det _).2 (isUnit_of_mul_isUnit_left hu)

/-- For Hermitian `H` and real `t`, the Crank-Nicolson step is unitary. -/
theorem cn_unitary {H : Matrix n n ℂ} (hH : H.IsHermitian) (t : ℝ) :
    cnStep H t ∈ unitaryGroup n ℂ := by
  have hB := generator_skew hH t
  have hP := cn_denominator_isUnit hH t
  rw [mem_unitaryGroup_iff, cnStep]
  generalize (I * t / 2 : ℂ) • H = B at hB hP ⊢
  have hs : (1 + B)ᴴ = 1 - B := by
    rw [conjTranspose_add, conjTranspose_one, hB, sub_eq_add_neg]
  have hs' : (1 - B)ᴴ = 1 + B := by
    rw [conjTranspose_sub, conjTranspose_one, hB, sub_neg_eq_add]
  have hM : IsUnit (1 - B) := by
    rw [← hs]; exact hP.star
  have hcomm : (1 - B) * (1 + B) = (1 + B) * (1 - B) := by noncomm_ring
  rw [star_eq_conjTranspose, conjTranspose_mul, conjTranspose_nonsing_inv, hs, hs']
  calc (1 + B)⁻¹ * (1 - B) * ((1 + B) * (1 - B)⁻¹)
      = (1 + B)⁻¹ * ((1 - B) * (1 + B)) * (1 - B)⁻¹ := by simp only [Matrix.mul_assoc]
    _ = (1 + B)⁻¹ * ((1 + B) * (1 - B)) * (1 - B)⁻¹ := by rw [hcomm]
    _ = ((1 + B)⁻¹ * (1 + B)) * ((1 - B) * (1 - B)⁻¹) := by simp only [Matrix.mul_assoc]
    _ = 1 := by
      rw [nonsing_inv_mul _ ((isUnit_iff_isUnit_det _).1 hP),
        mul_nonsing_inv _ ((isUnit_iff_isUnit_det _).1 hM), one_mul]

/-- For Hermitian `H`, the Crank-Nicolson step multiplies an eigenvector of energy `E` by
`exp(-2i arctan(Et/2))`. -/
theorem cn_eigenphase {H : Matrix n n ℂ} (hH : H.IsHermitian) (t E : ℝ) {v : n → ℂ}
    (hv : H *ᵥ v = (E : ℂ) • v) :
    cnStep H t *ᵥ v = Complex.exp (-2 * I * (Real.arctan (E * t / 2) : ℝ)) • v := by
  -- half-angle form of the Cayley factor, with θ = arctan y
  have key : ∀ y : ℝ, 1 - I * y =
      Complex.exp (-2 * I * (Real.arctan y : ℝ)) * (1 + I * y) := by
    intro y
    have hc : Real.cos (Real.arctan y) ≠ 0 := (Real.cos_arctan_pos y).ne'
    have h := Real.tan_arctan y
    rw [Real.tan_eq_sin_div_cos, div_eq_iff hc] at h
    generalize Real.arctan y = θ at hc h ⊢
    have hs : Complex.sin θ = y * Complex.cos θ := by exact_mod_cast h
    have hcC : Complex.cos θ ≠ 0 := by exact_mod_cast hc
    have e1 : Complex.exp (θ * I) = Complex.cos θ * (1 + I * y) := by
      rw [Complex.exp_mul_I, hs]; ring
    have e2 : Complex.exp (-θ * I) = Complex.cos θ * (1 - I * y) := by
      rw [Complex.exp_mul_I, Complex.cos_neg, Complex.sin_neg, hs]; ring
    have e3 : Complex.exp (-θ * I) = Complex.exp (-2 * I * θ) * Complex.exp (θ * I) := by
      rw [← Complex.exp_add]; congr 1; ring
    apply mul_left_cancel₀ hcC
    linear_combination -e2 + e3 + Complex.exp (-2 * I * θ) * e1
  have hk := key (E * t / 2)
  generalize Complex.exp (-2 * I * (Real.arctan (E * t / 2) : ℝ)) = φ at hk ⊢
  push_cast at hk
  have hM : (1 - (I * t / 2) • H) *ᵥ v = (1 + (I * t / 2) • H) *ᵥ (φ • v) := by
    simp only [sub_mulVec, add_mulVec, one_mulVec, smul_mulVec, mulVec_smul, hv]
    linear_combination (norm := module) hk • v
  rw [cnStep, ← mulVec_mulVec, hM, mulVec_mulVec,
    nonsing_inv_mul _ ((isUnit_iff_isUnit_det _).1 (cn_denominator_isUnit hH t)), one_mulVec]

/-- The Crank-Nicolson phase lag `x - 2 arctan(x/2)`, divided by `x³`, tends to `1/12` as
`x` tends to zero. -/
theorem cn_phase_lag_limit :
    Tendsto (fun x : ℝ => (x - 2 * Real.arctan (x / 2)) / x ^ 3) (𝓝[≠] 0) (𝓝 (1 / 12)) := by
  have hf : Continuous (fun x : ℝ => x - 2 * Real.arctan (x / 2)) :=
    continuous_id.sub (continuous_const.mul
      (Real.continuous_arctan.comp (continuous_id.div_const 2)))
  have hg : Continuous (fun x : ℝ => x ^ 3) := continuous_pow 3
  -- L'Hôpital's rule: the quotient of derivatives is 1 / (3 (4 + x²))
  refine HasDerivAt.lhopital_zero_nhdsNE
    (f' := fun x => 1 - 2 * (1 / (1 + (x / 2) ^ 2) * (1 / 2))) (g' := fun x => 3 * x ^ 2)
    (Eventually.of_forall fun x => ?_) (Eventually.of_forall fun x => ?_) ?_ ?_ ?_ ?_
  · exact (hasDerivAt_id' x).fun_sub ((((hasDerivAt_id' x).div_const 2).arctan).const_mul 2)
  · simpa using hasDerivAt_pow 3 x
  · filter_upwards [self_mem_nhdsWithin] with x hx
    exact mul_ne_zero three_ne_zero (pow_ne_zero 2 hx)
  · simpa using (hf.tendsto 0).mono_left nhdsWithin_le_nhds
  · simpa using (hg.tendsto 0).mono_left nhdsWithin_le_nhds
  · have hc : Continuous (fun x : ℝ => 1 / (3 * (4 + x ^ 2))) :=
      continuous_const.div (by fun_prop) fun x => by positivity
    have h0 := (hc.tendsto 0).mono_left (nhdsWithin_le_nhds (s := {0}ᶜ))
    have e : (1 : ℝ) / 12 = 1 / (3 * (4 + 0 ^ 2)) := by norm_num
    rw [e]
    refine Tendsto.congr' ?_ h0
    filter_upwards [self_mem_nhdsWithin] with x hx
    have hx0 : x ≠ 0 := hx
    have h1 : 1 + (x / 2) ^ 2 ≠ 0 := by positivity
    have h2 : 4 + x ^ 2 ≠ 0 := by positivity
    have e1 : 1 / (1 + (x / 2) ^ 2) = 4 / (4 + x ^ 2) := by
      rw [div_eq_div_iff h1 h2]; ring
    rw [e1]
    field_simp
    ring

/-- For real `x`, the fourth-order amplification factor satisfies
`|T(-ix)|² = 1 - x⁶(8 - x²)/576`. -/
theorem taylor4_norm_sq (x : ℝ) :
    ‖taylor4 (-(I * x))‖ ^ 2 = 1 - x ^ 6 * (8 - x ^ 2) / 576 := by
  have h : taylor4 (-(I * x)) =
      ((1 - x ^ 2 / 2 + x ^ 4 / 24 : ℝ) : ℂ) + ((-x + x ^ 3 / 6 : ℝ) : ℂ) * I := by
    unfold taylor4
    push_cast
    linear_combination ((x : ℂ) ^ 2 / 2 - I * x ^ 3 / 6 + (I ^ 2 - 1) * x ^ 4 / 24) * I_sq
  rw [h, Complex.sq_norm, Complex.normSq_add_mul_I]
  ring

/-- For real `x`, the fourth-order amplification factor `T(-ix)` has modulus at most one
exactly when `x² ≤ 8`. -/
theorem taylor4_stable_iff (x : ℝ) : ‖taylor4 (-(I * x))‖ ≤ 1 ↔ x ^ 2 ≤ 8 := by
  rw [← sq_le_one_iff₀ (norm_nonneg _), taylor4_norm_sq]
  constructor
  · intro h
    by_contra hx
    have hx' : 8 < x ^ 2 := not_le.1 hx
    have hp : 0 < x ^ 2 := by linarith
    nlinarith [mul_pos (pow_pos hp 3) (sub_pos.2 hx')]
  · intro h
    nlinarith [mul_nonneg (pow_nonneg (sq_nonneg x) 3) (sub_nonneg.2 h)]

/-- If a matrix multiplies a vector by `z`, its `k`-th power multiplies the vector by `z ^ k`. -/
theorem pow_mulVec_eigen {A : Matrix n n ℂ} {z : ℂ} {v : n → ℂ} (h : A *ᵥ v = z • v) (k : ℕ) :
    (A ^ k) *ᵥ v = z ^ k • v := by
  induction k with
  | zero => simp
  | succ k ih => rw [pow_succ, ← mulVec_mulVec, h, mulVec_smul, ih, smul_smul, pow_succ, mul_comm]

/-- The fourth-order step multiplies an eigenvector of `H` with real eigenvalue `E` by
`T(-iEt)`. -/
theorem taylor4Step_eigen {H : Matrix n n ℂ} (t E : ℝ) {v : n → ℂ}
    (hv : H *ᵥ v = (E : ℂ) • v) :
    taylor4Step H t *ᵥ v = taylor4 (-(I * (E * t : ℝ))) • v := by
  have hA : ((-(I * t)) • H) *ᵥ v = (-(I * (E * t : ℝ))) • v := by
    rw [smul_mulVec, hv, smul_smul]
    congr 1
    push_cast
    ring
  unfold taylor4Step taylor4
  generalize (-(I * t) : ℂ) • H = A at hA ⊢
  simp only [add_mulVec, one_mulVec, smul_mulVec, pow_mulVec_eigen hA, hA]
  module

/-- For Hermitian `H`, the fourth-order step increases the norm of no state exactly when
`(Et)² ≤ 8` for every eigenvalue `E` of `H`. -/
theorem taylor4Step_stable_iff {H : Matrix n n ℂ} (hH : H.IsHermitian) (t : ℝ) :
    (∀ v : n → ℂ, stateNorm (taylor4Step H t *ᵥ v) ≤ stateNorm v) ↔
      ∀ i, (hH.eigenvalues i * t) ^ 2 ≤ 8 := by
  let b := hH.eigenvectorBasis
  let L := Matrix.toEuclideanLin (taylor4Step H t)
  let T : n → ℂ := fun i => taylor4 (-(I * (hH.eigenvalues i * t : ℝ)))
  have hL : ∀ i, L (b i) = T i • b i := by
    intro i
    have hi : H *ᵥ (b i).ofLp = (hH.eigenvalues i : ℂ) • (b i).ofLp := by
      refine (hH.mulVec_eigenvectorBasis i).trans ?_
      ext j
      simp [b]
    exact congrArg (WithLp.toLp 2) (taylor4Step_eigen t _ hi)
  constructor
  · intro h i
    have hi : ‖L (b i)‖ ≤ ‖b i‖ := h (b i).ofLp
    rw [hL, norm_smul, b.orthonormal.1 i, mul_one] at hi
    exact (taylor4_stable_iff _).1 hi
  · intro h v
    change ‖L (WithLp.toLp 2 v)‖ ≤ ‖(WithLp.toLp 2 v : EuclideanSpace ℂ n)‖
    generalize (WithLp.toLp 2 v : EuclideanSpace ℂ n) = w
    -- in the eigenbasis the step multiplies each amplitude by its own factor
    have hw : L w = ∑ i, (T i * b.repr w i) • b i := by
      conv_lhs => rw [← b.sum_repr w]
      rw [map_sum]
      refine Finset.sum_congr rfl fun i _ => ?_
      rw [map_smul, hL, smul_smul, mul_comm]
    have hrep : ∀ i, b.repr (L w) i = T i * b.repr w i := by
      intro i
      rw [b.repr_apply_apply, hw, b.orthonormal.inner_right_fintype]
    have hn : ∀ u, ‖u‖ ^ 2 = ∑ i, ‖b.repr u i‖ ^ 2 := by
      intro u
      rw [← b.repr.norm_map u, EuclideanSpace.norm_sq_eq]
    refine (sq_le_sq₀ (norm_nonneg _) (norm_nonneg _)).1 ?_
    rw [hn, hn]
    refine Finset.sum_le_sum fun i _ => ?_
    rw [hrep, norm_mul]
    exact pow_le_pow_left₀ (by positivity)
      (mul_le_of_le_one_left (norm_nonneg _) ((taylor4_stable_iff _).2 (h i))) 2

/-- If `(Et)² > 8` for a real eigenvalue `E` of `H`, repeated fourth-order steps make the norm
of a nonzero eigenvector with this eigenvalue grow without bound. -/
theorem taylor4Step_blowup {H : Matrix n n ℂ} (t E : ℝ) {v : n → ℂ} (hv0 : v ≠ 0)
    (hv : H *ᵥ v = (E : ℂ) • v) (hE : 8 < (E * t) ^ 2) :
    Tendsto (fun m : ℕ => stateNorm ((taylor4Step H t ^ m) *ᵥ v)) atTop atTop := by
  have hT : 1 < ‖taylor4 (-(I * (E * t : ℝ)))‖ :=
    not_le.1 fun h => not_le_of_gt hE ((taylor4_stable_iff _).1 h)
  have hpos : 0 < stateNorm v :=
    norm_pos_iff.2 fun h => hv0 (congrArg WithLp.ofLp h)
  have hm : ∀ m : ℕ, stateNorm ((taylor4Step H t ^ m) *ᵥ v) =
      ‖taylor4 (-(I * (E * t : ℝ)))‖ ^ m * stateNorm v := by
    intro m
    rw [pow_mulVec_eigen (taylor4Step_eigen t E hv) m]
    unfold stateNorm
    rw [WithLp.toLp_smul, norm_smul, norm_pow]
  simp only [hm]
  exact (tendsto_pow_atTop_atTop_of_one_lt hT).atTop_mul_const hpos

end

end PropagatorStability
```

```lean
#print axioms PropagatorStability.cn_eigenphase
#print axioms PropagatorStability.cn_phase_lag_limit
#print axioms PropagatorStability.taylor4Step_stable_iff
#print axioms PropagatorStability.taylor4Step_blowup
```

```
'PropagatorStability.cn_eigenphase' depends on axioms: [propext, Classical.choice, Quot.sound]
'PropagatorStability.cn_phase_lag_limit' depends on axioms: [propext, Classical.choice, Quot.sound]
'PropagatorStability.taylor4Step_stable_iff' depends on axioms: [propext, Classical.choice, Quot.sound]
'PropagatorStability.taylor4Step_blowup' depends on axioms: [propext, Classical.choice, Quot.sound]
```

## From the matrix identities to the Lean proof

`generator_skew` proves \(B^\dagger=-B\). In the next two theorems `generalize` replaces \(itH/2\) by a single matrix `B`, so that the algebra uses only this property and, in `cn_unitary`, the invertibility of \(1+B\) proved just before. In `cn_denominator_isUnit`, `hpd` is the positive definiteness of \(1+B^\dagger B\), `hfac` is its factorisation, and determinants pass invertibility to the first factor. The `calc` block of `cn_unitary` is the computation of \(UU^\dagger\), with `hcomm` exchanging the commuting factors.

In `cn_eigenphase`, `key` is the half-angle identity; `e1` and `e2` are the formulas for \(e^{\pm i\theta}\), and the common factor \(\cos\theta\) is cancelled. `hM` transfers the identity to the eigenvector, after which the inverse cancels \(1+B\).

The L'Hôpital lemma in `cn_phase_lag_limit` leaves six goals: the two derivatives, a nonzero denominator derivative near zero, the two vanishing limits, and the limit of the derivative quotient.

`taylor4_norm_sq` splits \(T(-ix)\) into real and imaginary parts in `h`, and `ring` expands the squares. `taylor4_stable_iff` compares squares and gives `nlinarith` the sign of \(x^6\) times \(8-x^2\) or \(x^2-8\).

For matrices, `pow_mulVec_eigen` handles powers by induction, and `taylor4Step_eigen` adds up the polynomial's terms. In `taylor4Step_stable_iff`, `hL` is \(Sb_i=T_ib_i\). The forward direction tests the basis vectors. In the reverse direction `hrep` gives the new amplitudes, `hn` writes the squared norm as a sum, and `Finset.sum_le_sum` compares the sums term by term. In `taylor4Step_blowup`, `hT` is the growth factor's lower bound and `hm` the formula for the norm after `m` steps.
